# For two bands of slope ±1, maximal overlap reads an anticrossing as a crossing when a symmetric step across it exceeds the gap

After diagonalising a Hamiltonian on a mesh of k points, one may want to know which eigenvalue at one point continues which eigenvalue at the next. The question arises when bands are drawn as lines, when a state is followed by its character, or when an energy is differentiated along a path by finite differences between mesh points. Two rules are common: join the states in order of energy, or join each state to the one it overlaps with most. For Bloch states the overlap meant here is that of the cell-periodic parts or of the coefficient vectors, since the full Bloch functions at different k points in the Brillouin zone are orthogonal. Near a close approach of two bands the rules can disagree, and a two-band model shows when.

## Two bands that approach each other

Take two basis states whose energies, without coupling, are k and −k, and couple them by a real constant D:

H(k) = [[k, D], [D, −k]].

Here k is measured from the point of closest approach and in units of energy, so the uncoupled bands have slopes +1 and −1. The band energies are −E(k) and +E(k), with

E(k) = √(k² + D²).

The smallest gap, at k = 0, is 2|D|. If the two basis states belong to different irreducible representations of the symmetry group along the path, D vanishes and the bands cross. If symmetry permits a coupling and D ≠ 0, they avoid each other.

In an anticrossing the lower band is one smooth curve, but its eigenvector changes character within a distance of order |D| around k = 0. A mesh that steps over this range sees only the exchanged characters.

## What is claimed

Write P₋(k) and P₊(k) for the projectors onto the lower and the upper band. The overlap of two states is the trace of the product of their projectors, which for normalised vectors u and v is |⟨u|v⟩|², the squared amplitude. For k > 0:

tr P₋(−k) P₋(k) = D²/(k² + D²).

This is below 1/2 exactly when |D| < k, and exactly then the lower state at −k overlaps more with the upper band at k than with the lower one. With D = 1 and k = 3, for instance, the lower-band overlap is 1/10, and maximal overlap joins the lower band to the upper although the gap never closes.

For arbitrary pairs of points there is a sharp bound on the spacing: no two points at distance at most h are read as a crossing if and only if h ≤ 2|D|, the gap.

At D = 0 it is energy sorting that joins unlike states. The lower states at −k and k are then orthogonal, and the lower state at −k is the upper state at k.

These statements bear on band connection in electronic-structure codes, within a non-interacting model of two bands and one parameter.

## The derivation

**Projectors.** Multiplying out gives

H(k)² = (k² + D²)·1 = E(k)²·1.

For s = −1 (lower) or s = +1 (upper), and E = E(k) > 0, set

P_s(k) = (1 + (s/E) H(k))/2.

Since s² = 1,

P_s² = (1 + 2(s/E)H + H²/E²)/4 = (2 + 2(s/E)H)/4 = P_s,

H P_s = (H + (s/E)E²)/2 = (H + sE)/2 = sE P_s.

H is symmetric and has trace zero, so P_s is symmetric and has trace one. It is therefore the orthogonal projector onto a single state of energy sE.

**Overlap.** For two points q and k and two band signs s and t, the terms linear in H have no trace, and

tr H(q)H(k) = 2(qk + D²).

Hence

tr P_s(q)P_t(k) = (1 + st(qk + D²)/(E(q)E(k)))/2.

**Which band wins.** Subtracting the lower–upper overlap from the lower–lower one leaves

(qk + D²)/(E(q)E(k)).

This is negative exactly when D² < −qk. In particular, the two points must lie on opposite sides of k = 0.

**The symmetric pair.** With q = −k the two roots are equal, and

tr P₋(−k)P₋(k) = (1 + (D² − k²)/(k² + D²))/2 = D²/(k² + D²).

It is below 1/2 when 2D² < k² + D², that is, when D² < k², or |D| < k for positive k.

**The spacing.** For any two points,

−qk = ((k − q)² − (k + q)²)/4 ≤ (k − q)²/4.

If |k − q| ≤ h ≤ 2|D|, the right-hand side is at most D², and no crossing is read. If h > 2|D|, the pair −h/2, h/2 has −qk = h²/4 > D², and a crossing is read.

**No coupling.** For D = 0 and k > 0, H(−k) is diagonal with entries −k and k, so P₋(−k) projects onto the first basis state. At k the order is reversed: P₋(k) projects onto the second basis state and P₊(k) onto the first. Thus P₋(−k)P₋(k) = 0 and P₋(−k) = P₊(k).

## The boundary case and bands of other slopes

At k = |D| > 0 the symmetric pair gives a tie: both competing overlaps equal 1/2. The definition of a crossing used here asks for a strict inequality, so a tie doesn't count as one, and this is why h = 2|D| is still allowed.

If the diagonal energies are vk and −vk with v > 0, the same argument with vk in place of k gives the condition vh ≤ 2|D|. For the same nonzero gap, the largest spacing that rules out a crossing for every pair of points is therefore smaller for steeper bands. This rescaled form is a corollary drawn in prose, whereas the Lean theorems treat v = 1.

## Reading the Lean statements

`hamiltonian D k` is H(k), a real 2 × 2 matrix, with the coupling as first argument. `energy D k` is the positive root E(k), not the signed band energy. `bandProj s D k` is P_s(k), and `overlap P Q` is the trace of the product.

`ReadsCrossing D q k` says that the lower state at `q` overlaps strictly more with the upper band at `k` than with the lower band there. The two overlaps add up to one, so for the symmetric pair this is the same as a lower-band overlap below 1/2.

`anticrossing_overlap` contains the three statements about the pair −k, k under the hypothesis `0 < k`. In `mesh_criterion` the letter `h` is a distance between points, and the condition ranges over all pairs of real numbers at most that far apart. A particular mesh with a larger spacing may still be read correctly, for example if D ≠ 0 and one of its points lies at k = 0. `energy_sorting_links_orthogonal` is the case D = 0.

At k = D = 0 the bands touch and no lower state is singled out. There Lean's division by zero makes `bandProj` half the identity, which is not a projector; `bandProj_spectral` excludes this point by `0 < k ^ 2 + D ^ 2`.

The step to a real material is the reduction of its bands near the anticrossing to this Hamiltonian, with a constant real coupling and an orthonormal basis that is the same at every k. No hypothesis of the theorems supplies that reduction.

## The file

```lean
import Mathlib

open Matrix

namespace BandCrossingAssignment

noncomputable section

/-- The two-band Hamiltonian with diagonal energies `k` and `-k` and coupling `D`. -/
def hamiltonian (D k : ℝ) : Matrix (Fin 2) (Fin 2) ℝ := !![k, D; D, -k]

/-- The positive root `√(k² + D²)`, which sets the scale of the band energies. -/
def energy (D k : ℝ) : ℝ := √(k ^ 2 + D ^ 2)

/-- The projector onto the lower band (`s = -1`) or the upper band (`s = 1`) at `k`,
for `k` and `D` not both zero. -/
def bandProj (s D k : ℝ) : Matrix (Fin 2) (Fin 2) ℝ :=
  (1 / 2 : ℝ) • (1 + (s / energy D k) • hamiltonian D k)

/-- The trace overlap of two projectors. -/
def overlap (P Q : Matrix (Fin 2) (Fin 2) ℝ) : ℝ := (P * Q).trace

/-- Maximal-overlap assignment reads a crossing between `q` and `k`: the lower state at `q`
overlaps more with the upper band at `k` than with the lower band at `k`. -/
def ReadsCrossing (D q k : ℝ) : Prop :=
  overlap (bandProj (-1) D q) (bandProj (-1) D k) <
    overlap (bandProj (-1) D q) (bandProj 1 D k)

/-- The square of the Hamiltonian is `k² + D²` times the identity. -/
theorem hamiltonian_sq (D k : ℝ) :
    hamiltonian D k * hamiltonian D k = (k ^ 2 + D ^ 2) • 1 := by
  rw [hamiltonian, Matrix.mul_fin_two, Matrix.one_fin_two]
  ext i j
  fin_cases i <;> fin_cases j <;> simp <;> ring

/-- The entries of the band projector. -/
theorem bandProj_eq (s D k : ℝ) :
    bandProj s D k =
      !![(1 + s / energy D k * k) / 2, s / energy D k * D / 2;
         s / energy D k * D / 2, (1 - s / energy D k * k) / 2] := by
  ext i j
  fin_cases i <;> fin_cases j <;>
    simp [bandProj, hamiltonian] <;> ring

/-- For `k` and `D` not both zero and `s = ±1`, the band projector is a symmetric idempotent
of trace one, and the Hamiltonian acts on its range as the energy `s √(k² + D²)`. -/
theorem bandProj_spectral {s D k : ℝ} (hs : s ^ 2 = 1) (h : 0 < k ^ 2 + D ^ 2) :
    bandProj s D k * bandProj s D k = bandProj s D k ∧
    (bandProj s D k)ᵀ = bandProj s D k ∧
    (bandProj s D k).trace = 1 ∧
    hamiltonian D k * bandProj s D k = (s * energy D k) • bandProj s D k := by
  have hE : 0 < energy D k := Real.sqrt_pos.mpr h
  have hsq : energy D k ^ 2 = k ^ 2 + D ^ 2 := Real.sq_sqrt h.le
  have c1 : (s / energy D k) ^ 2 * (k ^ 2 + D ^ 2) = 1 := by
    rw [← hsq, div_pow, hs]
    field_simp
  have c2 : s / energy D k * (k ^ 2 + D ^ 2) = s * energy D k := by
    rw [← hsq]
    field_simp
  have c3 : s * energy D k * (s / energy D k) = 1 := by
    have h3 : s * energy D k * (s / energy D k) = s ^ 2 := by field_simp
    rw [h3, hs]
  refine ⟨?_, ?_, ?_, ?_⟩
  · -- the square of H reduces the product to a combination of 1 and H
    have h1 : ((s / energy D k) ^ 2 * (k ^ 2 + D ^ 2)) • (1 : Matrix (Fin 2) (Fin 2) ℝ)
        = (1 : ℝ) • 1 := by rw [c1]
    simp only [bandProj, mul_add, add_mul, smul_mul_assoc, mul_smul_comm, one_mul, mul_one,
      hamiltonian_sq]
    linear_combination (norm := module) (1 / 4 : ℝ) • h1
  · rw [bandProj_eq]
    ext i j
    fin_cases i <;> fin_cases j <;> rfl
  · rw [bandProj_eq, Matrix.trace_fin_two_of]
    ring
  · have h2 : (s / energy D k * (k ^ 2 + D ^ 2)) • (1 : Matrix (Fin 2) (Fin 2) ℝ)
        = (s * energy D k) • 1 := by rw [c2]
    have h3 : (s * energy D k * (s / energy D k)) • hamiltonian D k
        = (1 : ℝ) • hamiltonian D k := by rw [c3]
    simp only [bandProj, mul_add, mul_smul_comm, mul_one, hamiltonian_sq]
    linear_combination (norm := module) (1 / 2 : ℝ) • h2 - (1 / 2 : ℝ) • h3

/-- The trace overlap of any two band projectors at two points `q` and `k`. -/
theorem overlap_bandProj (s t D q k : ℝ) :
    overlap (bandProj s D q) (bandProj t D k) =
      (1 + s * t * (q * k + D ^ 2) / (energy D q * energy D k)) / 2 := by
  rw [overlap, bandProj_eq s D q, bandProj_eq t D k, Matrix.mul_fin_two,
    Matrix.trace_fin_two_of]
  ring

/-- Maximal overlap reads a crossing between `q` and `k` exactly when `D² < -q k`. -/
theorem readsCrossing_iff (D q k : ℝ) : ReadsCrossing D q k ↔ D ^ 2 < -(q * k) := by
  -- the difference of the two competing overlaps
  have key : overlap (bandProj (-1) D q) (bandProj (-1) D k) -
      overlap (bandProj (-1) D q) (bandProj 1 D k) =
        (q * k + D ^ 2) / (energy D q * energy D k) := by
    rw [overlap_bandProj, overlap_bandProj]
    ring
  unfold ReadsCrossing
  constructor
  · intro h
    by_contra hn
    have h0 : 0 ≤ (q * k + D ^ 2) / (energy D q * energy D k) :=
      div_nonneg (by linarith) (mul_nonneg (Real.sqrt_nonneg _) (Real.sqrt_nonneg _))
    linarith
  · intro h
    have hq : q ≠ 0 := by
      intro h0
      rw [h0] at h
      linarith [sq_nonneg D]
    have hk : k ≠ 0 := by
      intro h0
      rw [h0] at h
      linarith [sq_nonneg D]
    have hEq : 0 < energy D q := Real.sqrt_pos.mpr (by positivity)
    have hEk : 0 < energy D k := Real.sqrt_pos.mpr (by positivity)
    have h0 : (q * k + D ^ 2) / (energy D q * energy D k) < 0 :=
      div_neg_of_neg_of_pos (by linarith) (mul_pos hEq hEk)
    linarith

/-- For `k > 0` the lower-band projectors at `-k` and `k` overlap by `D² / (k² + D²)`. This is
below one half exactly when `|D| < k`, and exactly then maximal overlap reads a crossing. -/
theorem anticrossing_overlap {D k : ℝ} (hk : 0 < k) :
    overlap (bandProj (-1) D (-k)) (bandProj (-1) D k) = D ^ 2 / (k ^ 2 + D ^ 2) ∧
    (overlap (bandProj (-1) D (-k)) (bandProj (-1) D k) < 1 / 2 ↔ |D| < k) ∧
    (ReadsCrossing D (-k) k ↔ |D| < k) := by
  have hr : 0 < k ^ 2 + D ^ 2 := by positivity
  have hE : energy D (-k) = energy D k := by simp [energy]
  have hs : energy D k * energy D k = k ^ 2 + D ^ 2 := Real.mul_self_sqrt hr.le
  have habs : D ^ 2 < k ^ 2 ↔ |D| < k := by rw [sq_lt_sq, abs_of_pos hk]
  have h1 : overlap (bandProj (-1) D (-k)) (bandProj (-1) D k) =
      D ^ 2 / (k ^ 2 + D ^ 2) := by
    rw [overlap_bandProj, hE, hs]
    field_simp
    ring
  refine ⟨h1, ?_, ?_⟩
  · rw [h1, div_lt_div_iff₀ hr two_pos, ← habs]
    constructor <;> intro h <;> linarith
  · rw [readsCrossing_iff, ← habs]
    constructor <;> intro h <;> nlinarith

/-- Maximal overlap reads no crossing between any two points at distance at most `h`
exactly when `h ≤ 2 |D|`. -/
theorem mesh_criterion (D h : ℝ) :
    (∀ q k : ℝ, |k - q| ≤ h → ¬ ReadsCrossing D q k) ↔ h ≤ 2 * |D| := by
  constructor
  · intro H
    by_contra hn
    have hlt : 2 * |D| < h := not_le.mp hn
    have hD := abs_nonneg D
    -- the symmetric pair around the anticrossing is the worst case
    apply H (-(h / 2)) (h / 2) (abs_le.mpr ⟨by linarith, by linarith⟩)
    rw [readsCrossing_iff]
    have hp : 0 < (h - 2 * |D|) * (h + 2 * |D|) :=
      mul_pos (by linarith) (by linarith)
    nlinarith [sq_abs D]
  · intro hh q k hqk hc
    rw [readsCrossing_iff] at hc
    have hb := abs_le.mp (hqk.trans hh)
    nlinarith [sq_le_sq' hb.1 hb.2, sq_abs D, sq_nonneg (k + q)]

/-- Without coupling and for `k > 0`, the lower-band states at `-k` and `k`, which energy
sorting links, are orthogonal, and the lower state at `-k` is the upper state at `k`. -/
theorem energy_sorting_links_orthogonal {k : ℝ} (hk : 0 < k) :
    bandProj (-1) 0 (-k) * bandProj (-1) 0 k = 0 ∧
    bandProj (-1) 0 (-k) = bandProj 1 0 k := by
  have hE : energy 0 k = k := by simp [energy, Real.sqrt_sq hk.le]
  have hE' : energy 0 (-k) = k := by simp [energy, Real.sqrt_sq hk.le]
  have a : (-1 : ℝ) / k * k = -1 := div_mul_cancel₀ _ hk.ne'
  have b : (-1 : ℝ) / k * -k = 1 := by rw [mul_neg, a, neg_neg]
  have c : (1 : ℝ) / k * k = 1 := div_mul_cancel₀ _ hk.ne'
  -- all three projectors are diagonal
  have hright : bandProj (-1) 0 k = !![0, 0; 0, 1] := by
    rw [bandProj_eq, hE, a]
    norm_num
  have hleft : bandProj (-1) 0 (-k) = !![1, 0; 0, 0] := by
    rw [bandProj_eq, hE', b]
    norm_num
  have hupper : bandProj 1 0 k = !![1, 0; 0, 0] := by
    rw [bandProj_eq, hE, c]
    norm_num
  refine ⟨?_, hleft.trans hupper.symm⟩
  rw [hleft, hright]
  ext i j
  fin_cases i <;> fin_cases j <;> simp

end

end BandCrossingAssignment
```

```lean
#print axioms BandCrossingAssignment.bandProj_spectral
#print axioms BandCrossingAssignment.anticrossing_overlap
#print axioms BandCrossingAssignment.mesh_criterion
#print axioms BandCrossingAssignment.energy_sorting_links_orthogonal
```

```
'BandCrossingAssignment.bandProj_spectral' depends on axioms: [propext, Classical.choice, Quot.sound]
'BandCrossingAssignment.anticrossing_overlap' depends on axioms: [propext, Classical.choice, Quot.sound]
'BandCrossingAssignment.mesh_criterion' depends on axioms: [propext, Classical.choice, Quot.sound]
'BandCrossingAssignment.energy_sorting_links_orthogonal' depends on axioms: [propext, Classical.choice, Quot.sound]
```

## How Lean reaches the result

`hamiltonian_sq` checks H² entry by entry, and `bandProj_eq` writes out the four entries of the projector. The projector properties are collected in `bandProj_spectral`. Its auxiliary facts `c1`, `c2` and `c3` are the scalar identities that come from s² = 1 and E² = k² + D². For idempotence and for the eigenvalue equation the proof expands the products, replaces H² by its multiple of the identity, and lets `linear_combination` with the `module` normaliser compare the coefficients of 1 and H, as in the derivation above.

`overlap_bandProj` gets the general overlap from the explicit entries. The trace is a polynomial in the entries, and `ring` brings it to the stated form. No condition on the signs or the points is needed, because this is an algebraic identity for the expressions as defined.

In `readsCrossing_iff` the fact `key` is the difference of the two competing overlaps. In one direction, if D² < −qk failed, the numerator and the denominator would both be nonnegative, which contradicts the assumed crossing. In the other direction the denominator must be strictly positive, so the proof first shows that neither `q` nor `k` is zero: otherwise the inequality would read D² < 0.

`anticrossing_overlap` sets q = −k. `hE` says that the two roots agree and `hs` that their product is k² + D², after which the closed form follows by clearing the denominator. The comparison with 1/2 is cross-multiplied, and `habs` translates D² < k² into |D| < k.

The two halves of `mesh_criterion` are the two halves of the spacing argument. For a spacing that is too large, the proof applies the assumption to the pair −h/2, h/2 and uses (h − 2|D|)(h + 2|D|) > 0. For a permitted spacing, `nlinarith` is given (k − q)² ≤ (2|D|)² and (k + q)² ≥ 0, which together bound −qk by D².

The last theorem computes the three projectors at D = 0 as explicit diagonal matrices. The product of the two lower ones is then zero entry by entry, and the equality of the lower projector at −k with the upper one at k is read off directly.
